# Spin Polarization of Core p Electrons Excited to an Empty d Shell by Circular Light: 1/4 at L3 and −1/2 at L2

In a one-electron estimate of circular dichroism at the L edges, the spin imbalance of the empty d states is multiplied by the spin polarization that the excited core electrons would have if the d shell were completely empty. For circular light with angular momentum projection $+1$ on the axis along which the spin is measured, that factor is $1/4$ at the L3 edge and $-1/2$ at the L2 edge. The numbers hold for independent electrons, a spin-independent dipole transition from p to d, and d orbitals that are all equally available.

## From spin-orbit coupling to the two polarizations

Let $\mathbf L$ be the orbital angular momentum of the p shell in units of $\hbar$, $\boldsymbol\sigma$ the Pauli matrices, and $\Lambda=\mathbf L\cdot\boldsymbol\sigma$. Using $\sigma_a\sigma_b=\delta_{ab}+i\sum_c\varepsilon_{abc}\sigma_c$, $\mathbf L^2=2$ and $\mathbf L\times\mathbf L=i\mathbf L$,

$$\Lambda^2=\mathbf L^2+i(\mathbf L\times\mathbf L)\cdot\boldsymbol\sigma=2-\Lambda .$$

The eigenvalues of $\Lambda$ therefore satisfy $(\Lambda-1)(\Lambda+2)=0$. With $\mathbf J=\mathbf L+\boldsymbol\sigma/2$,

$$J^2=\mathbf L^2+\Lambda+\tfrac34=\tfrac{11}{4}+\Lambda ,$$

which is $15/4$ for $\Lambda=1$ (that is, $j=3/2$, the L3 edge) and $3/4$ for $\Lambda=-2$ ($j=1/2$, the L2 edge). The operators

$$P_3=\frac{2+\Lambda}{3},\qquad P_2=\frac{1-\Lambda}{3}$$

equal 1 on their own level and 0 on the other, so they are complementary projectors. Since $\Lambda$ has trace zero on the six spin-orbitals, their ranks are $12/3=4$ and $6/3=2$.

The absorption strengths come from angular momentum coupling. A photon of projection $+1$ takes the orbital $m$ to the d orbital $m+1$, and by the Wigner–Eckart theorem the amplitude is a common factor times a Clebsch–Gordan coefficient. Let $\mathbf K$ be the photon's angular momentum, also of magnitude one, and $X=\mathbf L\cdot\mathbf K$. For total angular momentum 2, 1 and 0, $X$ equals $1$, $-1$ and $-2$, so $(X+1)(X+2)/6$ projects onto total angular momentum two. Writing states as $|m,q\rangle$, with $q$ the photon projection, the ladder form of $X$ gives

$$X|1,1\rangle=|1,1\rangle,\qquad X|0,1\rangle=|1,0\rangle,\qquad X|{-1},1\rangle=-|{-1},1\rangle+|0,0\rangle .$$

Hence $\langle X\rangle=-1,0,1$ and $\langle X^2\rangle=2,1,1$ for $m=-1,0,1$. The expectation value of $(X^2+3X+2)/6$ is $1/6$, $3/6$ and $6/6$, which gives the ratio $1:3:6$.

Now let $w_0,w_1,w_2$ be any non-negative strengths, not all zero, for $m=-1,0,1$, and let $W$ be the diagonal operator that carries them. Different $m$ lead to different d orbitals, so there are no interference terms. Only the diagonal of $\Lambda$ enters the traces, and for spin $s=\pm1$ it is $ms$. At L3, summing over $s$ gives

$$\sum_s\frac{2+ms}{3}=\frac43,\qquad \sum_s s\,\frac{2+ms}{3}=\frac{2m}{3},$$

and at L2 the same sums, with $(1-ms)/3$, are $2/3$ and $-2m/3$. Therefore

$$\frac{\operatorname{tr}(P_3\sigma_zW)}{\operatorname{tr}(P_3W)}=\frac{w_2-w_0}{2(w_0+w_1+w_2)},\qquad
\frac{\operatorname{tr}(P_2\sigma_zW)}{\operatorname{tr}(P_2W)}=-\frac{w_2-w_0}{w_0+w_1+w_2}.$$

For the weights $1,3,6$ these are $5/20=1/4$ and $-5/10=-1/2$.

## Matrices for the p shell and the photon

```lean
import Mathlib

open Matrix
open scoped Kronecker

namespace CoreLevelSpinPolarization

noncomputable section

/-- The complex number √2 that appears in the spin-one matrices. -/
def rootTwo : ℂ := ((Real.sqrt 2 : ℝ) : ℂ)
```

The orbital basis is ordered $m=-1,0,1$, so the Lean indices 0, 1, 2 stand for these values. This order fixes the signs in `orbY`.

```lean
/-- The x component of the p-shell orbital angular momentum, in the basis m = -1, 0, 1. -/
def orbX : Matrix (Fin 3) (Fin 3) ℂ :=
  !![0, rootTwo / 2, 0; rootTwo / 2, 0, rootTwo / 2; 0, rootTwo / 2, 0]

/-- The y component of the p-shell orbital angular momentum. -/
def orbY : Matrix (Fin 3) (Fin 3) ℂ :=
  !![0, Complex.I * (rootTwo / 2), 0;
     -(Complex.I * (rootTwo / 2)), 0, Complex.I * (rootTwo / 2);
     0, -(Complex.I * (rootTwo / 2)), 0]

/-- The z component of the p-shell orbital angular momentum. -/
def orbZ : Matrix (Fin 3) (Fin 3) ℂ := !![-1, 0, 0; 0, 0, 0; 0, 0, 1]
```

In the spin factor, index 0 is spin up and index 1 is spin down.

```lean
/-- The Pauli matrix σ_x. -/
def pauliX : Matrix (Fin 2) (Fin 2) ℂ := !![0, 1; 1, 0]

/-- The Pauli matrix σ_y. -/
def pauliY : Matrix (Fin 2) (Fin 2) ℂ := !![0, -Complex.I; Complex.I, 0]

/-- The Pauli matrix σ_z. -/
def pauliZ : Matrix (Fin 2) (Fin 2) ℂ := !![1, 0; 0, -1]
```

A spin-orbital is a pair of indices, orbital first, and the Kronecker product `⊗ₖ` combines an orbital matrix with a spin matrix. `spinOrbit` is $\Lambda$. The spin-orbit energy is this operator times a radial coupling constant, which sets the energy separation of the edges but not their projectors.

```lean
/-- Operators on the six spin-orbitals of the p shell. -/
abbrev CoreOp := Matrix (Fin 3 × Fin 2) (Fin 3 × Fin 2) ℂ

/-- The spin-orbit operator L·σ. -/
def spinOrbit : CoreOp := orbX ⊗ₖ pauliX + orbY ⊗ₖ pauliY + orbZ ⊗ₖ pauliZ

/-- The L3 edge operator (2 + L·σ)/3. -/
def edgeL3 : CoreOp := (1 / 3 : ℂ) • ((2 : ℂ) • 1 + spinOrbit)

/-- The L2 edge operator (1 - L·σ)/3. -/
def edgeL2 : CoreOp := (1 / 3 : ℂ) • (1 - spinOrbit)
```

The edge operators are defined as polynomials in $\Lambda$. Their connection with $j=3/2$ and $j=1/2$ has to come from $J^2$, which is built separately from its three components.

```lean
/-- A component L + σ/2 of the total angular momentum. -/
def totalJ (A : Matrix (Fin 3) (Fin 3) ℂ) (S : Matrix (Fin 2) (Fin 2) ℂ) : CoreOp :=
  A ⊗ₖ 1 + (1 / 2 : ℂ) • (1 ⊗ₖ S)

/-- The squared total angular momentum J². -/
def jSquared : CoreOp :=
  totalJ orbX pauliX * totalJ orbX pauliX + totalJ orbY pauliY * totalJ orbY pauliY
    + totalJ orbZ pauliZ * totalJ orbZ pauliZ
```

The photon is represented by a second copy of the same spin-one matrices. The p electron is the first factor and the photon the second.

```lean
/-- The projection of a p electron and a photon, each with angular momentum one, onto total
angular momentum two, written as (X + 1)(X + 2)/6 with X the scalar product of the two. -/
def dChannel : Matrix (Fin 3 × Fin 3) (Fin 3 × Fin 3) ℂ :=
  let X := orbX ⊗ₖ orbX + orbY ⊗ₖ orbY + orbZ ⊗ₖ orbZ
  (1 / 6 : ℂ) • ((X + 1) * (X + (2 : ℂ) • 1))
```

The strengths are entered as $1,3,6$, six times the coupling probabilities. The common factor, like the radial matrix element, cancels in the polarization.

```lean
/-- The relative p to d absorption strengths 1, 3, 6 for m = -1, 0, 1. -/
def circularWeight : Fin 3 → ℂ := ![1, 3, 6]

/-- The operator σ_z on the p shell: +1 for spin up and -1 for spin down. -/
def spinZ : CoreOp := Matrix.diagonal fun p => (![1, -1] : Fin 2 → ℂ) p.2

/-- The spin-independent absorption strength with weight w m on each orbital m. -/
def strength (w : Fin 3 → ℂ) : CoreOp := Matrix.diagonal fun p => w p.1
```

`strength w` is $W$. Because it depends only on the orbital index, the transition neither flips nor prefers a spin; all spin polarization comes from the spin-orbit coupling of the core level. The quantization axis is the direction of the light.

```lean
/-- The spin polarization tr(P σ_z W) / tr(P W) of electrons excited from the manifold P. -/
def spinPolarization (P : CoreOp) (w : Fin 3 → ℂ) : ℂ :=
  (P * spinZ * strength w).trace / (P * strength w).trace
```

With an edge operator for `P` and the weights $1,3,6$, the definition sums over all core states of one edge and all d final states. This leaves out transitions to s states, spin-orbit coupling and exchange splitting in the d shell, and the interaction with the core hole, which can mix the two edges.

## The edge operators as levels of total angular momentum

Two powers of $\sqrt2$ are evaluated for later use.

```lean
lemma rootTwo_sq : rootTwo ^ 2 = 2 := by
  unfold rootTwo
  rw [← Complex.ofReal_pow, Real.sq_sqrt (by norm_num)]
  norm_num

lemma rootTwo_pow_four : rootTwo ^ 4 = 4 := by
  linear_combination (rootTwo ^ 2 + 2) * rootTwo_sq
```

The next theorem is $\Lambda=L_z\sigma_z+L_+\sigma_-+L_-\sigma_+$, where $L_\pm=L_x\pm iL_y$ and $\sigma_\pm=(\sigma_x\pm i\sigma_y)/2$. The proof compares all 36 matrix entries, using $i^2=-1$.

```lean
/-- L·σ is the sum of a diagonal part and two spin-flip parts that exchange one unit of
angular momentum between orbit and spin. -/
theorem spinOrbit_ladder :
    spinOrbit = orbZ ⊗ₖ pauliZ
      + !![0, 0, 0; rootTwo, 0, 0; 0, rootTwo, 0] ⊗ₖ !![0, 0; 1, 0]
      + !![0, rootTwo, 0; 0, 0, rootTwo; 0, 0, 0] ⊗ₖ !![0, 1; 0, 0] := by
  ext ⟨i, a⟩ ⟨j, b⟩
  fin_cases i <;> fin_cases a <;> fin_cases j <;> fin_cases b <;>
    simp [spinOrbit, orbX, orbY, orbZ, pauliX, pauliY, pauliZ] <;>
    (try ring_nf) <;> (try simp only [Complex.I_sq]) <;> (try ring)
```

In this form $\Lambda$ has only real entries. Its quadratic relation is checked entry by entry, with $(\sqrt2)^2=2$ as the only further input, where the derivation by hand used the commutation relations.

```lean
/-- The spin-orbit operator satisfies (L·σ)² = 2 - L·σ. -/
theorem spinOrbit_sq : spinOrbit * spinOrbit = (2 : ℂ) • 1 - spinOrbit := by
  rw [spinOrbit_ladder]
  ext ⟨i, a⟩ ⟨j, b⟩
  fin_cases i <;> fin_cases a <;> fin_cases j <;> fin_cases b <;>
    simp [orbZ, pauliZ, Matrix.mul_apply, Fintype.sum_prod_type, Fin.sum_univ_three] <;>
    first | ring1 | linear_combination rootTwo_sq
```

For $J^2$ the proof follows the algebra by hand. One component squares to $L_a^2+L_a\sigma_a+1/4$, provided that the spin matrix squares to one; this is the hypothesis `hS`.

```lean
lemma totalJ_sq (A : Matrix (Fin 3) (Fin 3) ℂ) (S : Matrix (Fin 2) (Fin 2) ℂ)
    (hS : S * S = 1) :
    totalJ A S * totalJ A S = (A * A) ⊗ₖ 1 + A ⊗ₖ S + (1 / 4 : ℂ) • 1 := by
  simp only [totalJ, add_mul, mul_add, smul_mul_assoc, mul_smul_comm,
    ← Matrix.mul_kronecker_mul, one_mul, mul_one, hS, Matrix.one_kronecker_one]
  module
```

The orbital squares add up to $l(l+1)=2$.

```lean
lemma orb_casimir : orbX * orbX + orbY * orbY + orbZ * orbZ = (2 : ℂ) • 1 := by
  ext i j
  fin_cases i <;> fin_cases j <;>
    simp [orbX, orbY, orbZ] <;>
    (try ring_nf) <;> (try simp only [Complex.I_sq, rootTwo_sq]) <;> (try ring)
```

Adding the three components gives $2+\Lambda+3/4$. The Pauli matrices satisfy `hS` by direct calculation.

```lean
/-- On the p shell with spin, J² = 11/4 + L·σ. -/
theorem jSquared_eq : jSquared = (11 / 4 : ℂ) • 1 + spinOrbit := by
  have hx : pauliX * pauliX = 1 := by
    ext i j; fin_cases i <;> fin_cases j <;> simp [pauliX, Matrix.mul_apply]
  have hy : pauliY * pauliY = 1 := by
    ext i j; fin_cases i <;> fin_cases j <;> simp [pauliY, Matrix.mul_apply]
  have hz : pauliZ * pauliZ = 1 := by
    ext i j; fin_cases i <;> fin_cases j <;> simp [pauliZ, Matrix.mul_apply]
  -- the orbital part contributes l(l+1) = 2
  have h : (orbX * orbX) ⊗ₖ (1 : Matrix (Fin 2) (Fin 2) ℂ) + (orbY * orbY) ⊗ₖ 1
      + (orbZ * orbZ) ⊗ₖ 1 = (2 : ℂ) • (1 : CoreOp) := by
    rw [← Matrix.add_kronecker, ← Matrix.add_kronecker, orb_casimir,
      Matrix.smul_kronecker, Matrix.one_kronecker_one]
  rw [jSquared, totalJ_sq _ _ hx, totalJ_sq _ _ hy, totalJ_sq _ _ hz, spinOrbit]
  linear_combination (norm := module) h
```

With this formula, the theorem that identifies the edges needs only $\Lambda^2=2-\Lambda$. It gives $\Lambda(2+\Lambda)=2+\Lambda$ and $\Lambda(1-\Lambda)=-2(1-\Lambda)$, so $J^2$ multiplies the two operators by $11/4+1$ and $11/4-2$.

```lean
/-- J² takes the value 15/4 on the range of the L3 operator and 3/4 on the range of the L2
operator, and the two operators add up to the identity. -/
theorem edges_resolve_total_angular_momentum :
    jSquared * edgeL3 = (15 / 4 : ℂ) • edgeL3 ∧
    jSquared * edgeL2 = (3 / 4 : ℂ) • edgeL2 ∧ edgeL3 + edgeL2 = 1 := by
  rw [jSquared_eq]
  refine ⟨?_, ?_, ?_⟩
  · simp only [edgeL3, add_mul, mul_add, smul_mul_assoc, mul_smul_comm, one_mul, mul_one,
      spinOrbit_sq]
    module
  · simp only [edgeL2, add_mul, mul_sub, smul_mul_assoc, mul_smul_comm, one_mul, mul_one,
      spinOrbit_sq]
    module
  · simp only [edgeL3, edgeL2]
    module
```

Idempotence has no theorem of its own, but it follows from these three equations: they give $J^2-3/4=3P_3$, and multiplying by $P_3$ yields $P_3^2=P_3$. The same then holds for $P_2=1-P_3$.

## The weights 1, 3, 6 from angular momentum coupling

The entry `dChannel (m, 2) (m, 2)` is the expectation value of the projector in the state with orbital index `m` and photon projection $+1$. The proof expands the matrix products for each of the three orbitals and simplifies the powers of $i$ and $\sqrt2$.

```lean
/-- For a photon with angular momentum projection +1, the probability of coupling with the
p orbital m to total angular momentum two is 1/6, 3/6, 6/6 for m = -1, 0, 1. -/
theorem circularWeight_from_coupling (m : Fin 3) :
    dChannel (m, 2) (m, 2) = circularWeight m / 6 := by
  fin_cases m <;>
    simp [dChannel, circularWeight, orbX, orbY, orbZ, Matrix.mul_apply,
      Fintype.sum_prod_type, Fin.sum_univ_three, Matrix.one_apply] <;>
    (try ring_nf) <;>
    (try simp only [Complex.I_sq, Complex.I_pow_four, rootTwo_pow_four]) <;>
    (try ring)
```

The theorem concerns the coupling probability. That the dipole absorption strength is proportional to it is the Wigner–Eckart step of the derivation above, and it enters the Lean model as the physical reading of `circularWeight`.

## Intensities and polarization at each edge

The traces are computed for arbitrary complex weights, with no division. Rewriting $\Lambda$ in ladder form makes the spin-flip parts drop out, since they have no diagonal entries; what remains is the sum over $m$ and $s$ done by hand.

```lean
/-- Spin-weighted and total intensity at the L3 edge for arbitrary orbital weights. -/
theorem intensities_L3 (w : Fin 3 → ℂ) :
    (edgeL3 * spinZ * strength w).trace = 2 / 3 * (w 2 - w 0) ∧
    (edgeL3 * strength w).trace = 4 / 3 * (w 0 + w 1 + w 2) := by
  constructor <;>
    simp [edgeL3, spinOrbit_ladder, orbZ, pauliZ, spinZ, strength, Matrix.trace,
      Matrix.mul_diagonal, Fintype.sum_prod_type, Fin.sum_univ_three] <;> ring

/-- Spin-weighted and total intensity at the L2 edge for arbitrary orbital weights. -/
theorem intensities_L2 (w : Fin 3 → ℂ) :
    (edgeL2 * spinZ * strength w).trace = -(2 / 3) * (w 2 - w 0) ∧
    (edgeL2 * strength w).trace = 2 / 3 * (w 0 + w 1 + w 2) := by
  constructor <;>
    simp [edgeL2, spinOrbit_ladder, orbZ, pauliZ, spinZ, strength, Matrix.trace,
      Matrix.mul_diagonal, Fintype.sum_prod_type, Fin.sum_univ_three] <;> ring
```

With all weights equal to one, the total intensities are the traces of the projectors, 4 and 2, and hence their ranks. For any weights, the spin-weighted intensities of the two edges are equal and opposite, so in this independent-electron model the spin polarization disappears when the edges are not resolved.

For the weights $1,3,6$ the total intensities are $40/3$ and $20/3$, so both quotients are well defined. The proof inserts the four traces and the three weights, and arithmetic does the rest.

```lean
/-- With the circular p to d weights 1, 3, 6, the excited electrons have spin polarization
1/4 at the L3 edge and -1/2 at the L2 edge. -/
theorem spinPolarization_p_to_d :
    spinPolarization edgeL3 circularWeight = 1 / 4 ∧
    spinPolarization edgeL2 circularWeight = -1 / 2 := by
  unfold spinPolarization
  rw [(intensities_L3 _).1, (intensities_L3 _).2, (intensities_L2 _).1, (intensities_L2 _).2]
  have h0 : circularWeight 0 = 1 := rfl
  have h1 : circularWeight 1 = 3 := rfl
  have h2 : circularWeight 2 = 6 := rfl
  rw [h0, h1, h2]
  constructor <;> norm_num
```

The last theorem takes the case in which only $m=-1$ absorbs. This describes a transition from p to s with the same light, because the s shell has only the orbital $m=0$. At L2 the excited electron is then fully spin-up: an electron with $m=-1$ and spin down has total projection $-3/2$, which does not occur for $j=1/2$. At L3 both spins contribute, with weights $1/3$ and $1$, and the polarization is $-1/2$.

```lean
/-- If only the orbital m = -1 absorbs, the spin polarization is -1/2 at the L3 edge and 1
at the L2 edge. -/
theorem spinPolarization_single_orbital :
    spinPolarization edgeL3 ![1, 0, 0] = -1 / 2 ∧
    spinPolarization edgeL2 ![1, 0, 0] = 1 := by
  have key : ∀ w : Fin 3 → ℂ, w 0 = 1 → w 1 = 0 → w 2 = 0 →
      spinPolarization edgeL3 w = -1 / 2 ∧ spinPolarization edgeL2 w = 1 := by
    intro w h0 h1 h2
    unfold spinPolarization
    rw [(intensities_L3 w).1, (intensities_L3 w).2, (intensities_L2 w).1,
      (intensities_L2 w).2, h0, h1, h2]
    constructor <;> norm_num
  exact key _ rfl rfl rfl

end

end CoreLevelSpinPolarization
```

```lean
#print axioms CoreLevelSpinPolarization.edges_resolve_total_angular_momentum
#print axioms CoreLevelSpinPolarization.circularWeight_from_coupling
#print axioms CoreLevelSpinPolarization.spinPolarization_p_to_d
#print axioms CoreLevelSpinPolarization.spinPolarization_single_orbital
```

```
'CoreLevelSpinPolarization.edges_resolve_total_angular_momentum' depends on axioms: [propext, Classical.choice, Quot.sound]
'CoreLevelSpinPolarization.circularWeight_from_coupling' depends on axioms: [propext, Classical.choice, Quot.sound]
'CoreLevelSpinPolarization.spinPolarization_p_to_d' depends on axioms: [propext, Classical.choice, Quot.sound]
'CoreLevelSpinPolarization.spinPolarization_single_orbital' depends on axioms: [propext, Classical.choice, Quot.sound]
```
